# The lowest level of a finite-difference quantum well is simple, nodeless and never raised by heavier bond masses

A: Take $N\ge1$ interior sites, hard walls and positive bond masses $m_0,\dots,m_N$. The lowest level is simple, its eigenvector can be chosen positive at every interior site, and, with the potential held fixed, the level does not rise when any of the masses increase.

Q: Which well is that, exactly?

A: A one-dimensional, one-particle, single-band well with a position-dependent effective mass, in units where $\hbar$ and the grid spacing are 1. The envelope $f$, the potential $V$ and the masses are real functions on the natural numbers.

```lean
import Mathlib

open Finset

namespace QuantumWellFiniteDifference

noncomputable section

variable {N : ℕ} {m V f g : ℕ → ℝ} {E : ℝ}
```

`Confined` puts the walls at sites $0$ and $N+1$ and sets everything beyond to zero.

```lean
/-- Hard walls: the envelope vanishes at site `0` and at all sites beyond `N`. -/
def Confined (N : ℕ) (f : ℕ → ℝ) : Prop := f 0 = 0 ∧ ∀ j, N < j → f j = 0
```

The overlap is $\langle g,f\rangle=\sum_{j=0}^N g_jf_j$, and the energy is
$$Q(f)=\sum_{j=0}^N\frac{(f_{j+1}-f_j)^2}{2m_j}+\sum_{j=0}^N V_jf_j^2 .$$
Its bilinear version $B(g,f)$ is `form`, so $B(f,f)=Q(f)$.

```lean
/-- The discrete overlap of two envelopes. -/
def overlap (N : ℕ) (g f : ℕ → ℝ) : ℝ := ∑ j ∈ range (N + 1), g j * f j

/-- The finite-difference energy, with nonzero mass `m j` on the bond from `j` to `j + 1`. -/
def energy (N : ℕ) (m V f : ℕ → ℝ) : ℝ :=
  ∑ j ∈ range (N + 1), (f (j + 1) - f j) ^ 2 / (2 * m j) + ∑ j ∈ range (N + 1), V j * f j ^ 2

/-- The bilinear form belonging to the energy, for nonzero bond masses. -/
def form (N : ℕ) (m V g f : ℕ → ℝ) : ℝ :=
  ∑ j ∈ range (N + 1), (g (j + 1) - g j) * (f (j + 1) - f j) / (2 * m j) +
    ∑ j ∈ range (N + 1), V j * (g j * f j)
```

Q: I diagonalise a Hamiltonian, not a quadratic form.

A: Here it is. `hamiltonian m V f j` is its value at site $j+1$:
$$(Hf)_{j+1}=\frac{f_{j+1}-f_j}{2m_j}-\frac{f_{j+2}-f_{j+1}}{2m_{j+1}}+V_{j+1}f_{j+1}.$$

```lean
/-- The Hamiltonian applied to `f`, evaluated at site `j + 1`, for nonzero bond masses. -/
def hamiltonian (m V f : ℕ → ℝ) (j : ℕ) : ℝ :=
  (f (j + 1) - f j) / (2 * m j) - (f (j + 2) - f (j + 1)) / (2 * m (j + 1)) +
    V (j + 1) * f (j + 1)
```

`IsState` requires a nonzero confined $f$ with $(Hf)_{j+1}=Ef_{j+1}$ for $0\le j<N$. `levels` collects all such $E$, and "lowest" means `IsLeast` of that set.

```lean
/-- A nonzero confined envelope that solves the eigenvalue equation at sites `1` to `N`. -/
def IsState (N : ℕ) (m V : ℕ → ℝ) (E : ℝ) (f : ℕ → ℝ) : Prop :=
  Confined N f ∧ f ≠ 0 ∧ ∀ j < N, hamiltonian m V f j = E * f (j + 1)

/-- The set of energy levels of the well. -/
def levels (N : ℕ) (m V : ℕ → ℝ) : Set ℝ := {E | ∃ f, IsState N m V E f}
```

Q: Do the form and the operator agree at the walls?

A: Yes. In $B(g,f)$, each interior $g_{j+1}$ appears with a plus sign from bond $j$ and a minus sign from bond $j+1$. Since $g_0=g_{N+1}=0$, collecting terms gives $B(g,f)=\sum_{j=0}^{N-1}g_{j+1}(Hf)_{j+1}$. Lean proves this by induction, carrying the boundary term until the wall removes it.

```lean
/-- Summation by parts: for confined `g`, the bilinear form is the overlap of `g` with the
Hamiltonian applied to `f`. -/
theorem form_eq_sum (hg : Confined N g) :
    form N m V g f = ∑ j ∈ range N, g (j + 1) * hamiltonian m V f j := by
  -- the partial sums differ by a boundary term
  have key : ∀ n, form n m V g f = ∑ j ∈ range n, g (j + 1) * hamiltonian m V f j +
      g (n + 1) * (f (n + 1) - f n) / (2 * m n) := by
    intro n
    induction n with
    | zero => simp [form, hg.1]
    | succ n ih =>
      have hH : hamiltonian m V f n = (f (n + 1) - f n) / (2 * m n) -
        (f (n + 1 + 1) - f (n + 1)) / (2 * m (n + 1)) + V (n + 1) * f (n + 1) := rfl
      unfold form at ih ⊢
      rw [sum_range_succ _ (n + 1), sum_range_succ _ (n + 1),
        sum_range_succ (fun j => g (j + 1) * hamiltonian m V f j) n, hH]
      linear_combination ih
  rw [key N, hg.2 (N + 1) (Nat.lt_succ_self N)]
  ring
```

For a state, therefore, $B(g,f)=E\langle g,f\rangle$ and $Q(f)=E\langle f,f\rangle$. The norm is positive, so we may divide by it.

```lean
/-- A state of energy `E` satisfies the weak eigenvalue equation against every confined
envelope, and its own energy is `E` times its squared norm. -/
theorem form_of_state (hf : IsState N m V E f) :
    (∀ g, Confined N g → form N m V g f = E * overlap N g f) ∧
      energy N m V f = E * overlap N f f := by
  have h : ∀ g, Confined N g → form N m V g f = E * overlap N g f := by
    intro g hg
    rw [form_eq_sum hg, overlap, sum_range_succ', hg.1, zero_mul, add_zero, mul_sum]
    refine sum_congr rfl fun j hj => ?_
    rw [hf.2.2 j (mem_range.mp hj)]
    ring
  refine ⟨h, ?_⟩
  rw [← h f hf.1]
  simp only [energy, form, pow_two]

/-- A nonzero confined envelope has positive squared norm. -/
theorem overlap_pos (hf : Confined N f) (h0 : f ≠ 0) : 0 < overlap N f f := by
  obtain ⟨j, hj⟩ := Function.ne_iff.mp h0
  have hjN : j < N + 1 := by
    by_contra h
    exact hj (hf.2 j (by omega))
  exact sum_pos' (fun i _ => mul_self_nonneg (f i)) ⟨j, mem_range.mpr hjN, mul_self_pos.mpr hj⟩
```

Q: Is the existence of a ground state assumed?

A: It is derived. The confined envelopes with $\langle f,f\rangle=1$ form a compact set, so the continuous $Q$ has a minimiser $f$ there. Put $E_0=Q(f)$; rescaling gives $Q(g)\ge E_0\langle g,g\rangle$ for every confined $g$.

```lean
/-- With at least one interior site, some normalised confined envelope minimises the energy
per squared norm. -/
theorem exists_minimizer (m V : ℕ → ℝ) (hN : 1 ≤ N) :
    ∃ f, Confined N f ∧ overlap N f f = 1 ∧
      ∀ g, Confined N g → energy N m V f * overlap N g g ≤ energy N m V g := by
  have hov : Continuous fun f : ℕ → ℝ => overlap N f f := by unfold overlap; fun_prop
  have hen : Continuous fun f : ℕ → ℝ => energy N m V f := by unfold energy; fun_prop
  have c1 : IsClosed {f : ℕ → ℝ | f 0 = 0} := isClosed_eq (continuous_apply 0) continuous_const
  have c2 : IsClosed {f : ℕ → ℝ | ∀ j, N < j → f j = 0} := by
    simp only [Set.ofPred_forall]
    exact isClosed_iInter fun j => isClosed_iInter fun _ =>
      isClosed_eq (continuous_apply j) continuous_const
  have c3 : IsClosed {f : ℕ → ℝ | overlap N f f = 1} := isClosed_eq hov continuous_const
  have hc : IsClosed {f : ℕ → ℝ | Confined N f ∧ overlap N f f = 1} := (c1.inter c2).inter c3
  -- the unit sphere of confined envelopes is compact
  have hK : IsCompact {f : ℕ → ℝ | Confined N f ∧ overlap N f f = 1} := by
    refine IsCompact.of_isClosed_subset
      (isCompact_univ_pi fun _ : ℕ => isCompact_Icc (a := (-1 : ℝ)) (b := 1)) hc ?_
    intro f hf j _
    have h : f j * f j ≤ 1 := by
      by_cases hj : j ≤ N
      · have h := single_le_sum (f := fun i => f i * f i) (fun i _ => mul_self_nonneg (f i))
          (mem_range.mpr (Nat.lt_succ_of_le hj))
        exact h.trans_eq hf.2
      · rw [hf.1.2 j (by omega)]
        norm_num
    exact ⟨by nlinarith, by nlinarith⟩
  have hne : {f : ℕ → ℝ | Confined N f ∧ overlap N f f = 1}.Nonempty := by
    refine ⟨fun j => if j = 1 then 1 else 0, ⟨by simp, fun j hj => if_neg (by omega)⟩, ?_⟩
    rw [overlap, sum_eq_single 1]
    · simp
    · intro j _ hj
      simp [hj]
    · intro h
      exact absurd (mem_range.mpr (by omega)) h
  obtain ⟨f, hf, hmin⟩ := hK.exists_isMinOn hne hen.continuousOn
  refine ⟨f, hf.1, hf.2, fun g hg => ?_⟩
  by_cases h0 : g = 0
  · simp [h0, overlap, energy]
  -- normalise the trial envelope
  have hp := overlap_pos hg h0
  obtain ⟨s, hs⟩ : ∃ s : ℝ, s ^ 2 * overlap N g g = 1 :=
    ⟨(√(overlap N g g))⁻¹, by rw [inv_pow, Real.sq_sqrt hp.le]; exact inv_mul_cancel₀ hp.ne'⟩
  have e1 : overlap N (fun j => s * g j) (fun j => s * g j) = s ^ 2 * overlap N g g := by
    simp only [overlap, mul_sum]
    exact sum_congr rfl fun j _ => by ring
  have e2 : energy N m V (fun j => s * g j) = s ^ 2 * energy N m V g := by
    simp only [energy, ← sum_add_distrib, mul_sum]
    exact sum_congr rfl fun j _ => by ring
  have h : energy N m V f ≤ energy N m V (fun j => s * g j) :=
    isMinOn_iff.mp hmin _ ⟨⟨by simp [hg.1], fun j hj => by simp [hg.2 j hj]⟩, e1.trans hs⟩
  rw [e2] at h
  calc energy N m V f * overlap N g g ≤ s ^ 2 * energy N m V g * overlap N g g :=
        mul_le_mul_of_nonneg_right h hp.le
    _ = energy N m V g := by linear_combination energy N m V g * hs
```

Now vary one site: let $d$ be 1 at site $k+1$ and 0 elsewhere. Inserting $f+td$ gives, for all real $t$,
$$0\le t^2\big(Q(d)-E_0\big)+2t\big((Hf)_{k+1}-E_0f_{k+1}\big).$$
The linear coefficient must vanish, which is the eigenvalue equation. Lean reads this off the discriminant.

```lean
/-- A normalised confined minimiser of the energy per squared norm is an eigenstate, and its
energy is the eigenvalue. -/
theorem minimizer_isState (hf : Confined N f) (h1 : overlap N f f = 1)
    (hmin : ∀ g, Confined N g → energy N m V f * overlap N g g ≤ energy N m V g) :
    IsState N m V (energy N m V f) f := by
  refine ⟨hf, ?_, fun k hk => ?_⟩
  · rintro rfl
    simp [overlap] at h1
  -- vary the envelope at the single site k + 1
  obtain ⟨d, hd⟩ : ∃ d : ℕ → ℝ, d = fun j => if j = k + 1 then 1 else 0 := ⟨_, rfl⟩
  have hdc : Confined N d :=
    ⟨by simp [hd], fun j hj => by simp only [hd]; exact if_neg (by omega)⟩
  have hF : form N m V d f = hamiltonian m V f k := by
    rw [form_eq_sum hdc, sum_eq_single k]
    · simp [hd]
    · intro j _ hj
      simp [hd, hj]
    · intro h
      exact absurd (mem_range.mpr hk) h
  have hO : overlap N d f = f (k + 1) := by
    rw [overlap, sum_eq_single (k + 1)]
    · simp [hd]
    · intro j _ hj
      simp [hd, hj]
    · intro h
      exact absurd (mem_range.mpr (by omega)) h
  have hq : ∀ t : ℝ, 0 ≤ (energy N m V d - energy N m V f * overlap N d d) * (t * t) +
      (2 * (hamiltonian m V f k - energy N m V f * f (k + 1))) * t + 0 := by
    intro t
    have h := hmin (fun j => f j + t * d j)
      ⟨by simp [hf.1, hdc.1], fun j hj => by simp [hf.2 j hj, hdc.2 j hj]⟩
    have e1 : energy N m V (fun j => f j + t * d j) =
        energy N m V f + 2 * t * form N m V d f + t ^ 2 * energy N m V d := by
      simp only [energy, form, ← sum_add_distrib, mul_sum]
      exact sum_congr rfl fun j _ => by ring
    have e2 : overlap N (fun j => f j + t * d j) (fun j => f j + t * d j) =
        overlap N f f + 2 * t * overlap N d f + t ^ 2 * overlap N d d := by
      simp only [overlap, ← sum_add_distrib, mul_sum]
      exact sum_congr rfl fun j _ => by ring
    rw [e1, e2, hF, hO, h1] at h
    nlinarith [h]
  have h := discrim_le_zero hq
  simp only [discrim] at h
  have h2 : (hamiltonian m V f k - energy N m V f * f (k + 1)) ^ 2 ≤ 0 := by nlinarith
  have h3 := (pow_eq_zero_iff two_ne_zero).mp (le_antisymm h2 (sq_nonneg _))
  linarith
```

Q: And why has it no nodes?

A: First, a solution with $f_0=f_1=0$ vanishes: if $f_j=f_{j+1}=0$, the equation at site $j+1$ leaves $f_{j+2}/(2m_{j+1})=0$.

```lean
/-- For positive masses, a confined solution of the eigenvalue equation that vanishes at the
first interior site vanishes everywhere. -/
theorem eq_zero_of_first (hm : ∀ j ≤ N, 0 < m j) (hf : Confined N f)
    (he : ∀ j < N, hamiltonian m V f j = E * f (j + 1)) (h1 : f 1 = 0) : f = 0 := by
  have key : ∀ j, j ≤ N → f j = 0 ∧ f (j + 1) = 0 := by
    intro j
    induction j with
    | zero => exact fun _ => ⟨hf.1, h1⟩
    | succ j ih =>
      intro hj
      obtain ⟨a, b⟩ := ih (by omega)
      have e := he j (by omega)
      have hp := hm (j + 1) hj
      simp only [hamiltonian, a, b] at e
      have e' : f (j + 2) / (2 * m (j + 1)) = 0 := by linear_combination -e
      exact ⟨b, (div_eq_zero_iff.mp e').resolve_right (by positivity)⟩
  funext j
  by_cases hj : j ≤ N
  · exact (key j hj).1
  · exact hf.2 j (by omega)
```

Next, replace the minimiser by its absolute value. Since $(|a|-|b|)^2\le(a-b)^2$, the energy does not rise, so $f\ge0$ is also a minimiser. If $f_{k+2}=0$ at an interior site, the equation there reads
$$\frac{f_{k+1}}{2m_{k+1}}+\frac{f_{k+3}}{2m_{k+2}}=0 .$$
Both terms are nonnegative, so $f_{k+1}=0$. Repeating this reaches $f_1=0$, hence $f=0$, a contradiction.

For simplicity, let $g$ be another state at $E_0$. Then $g-(g_1/f_1)f$ solves the same equation and vanishes at site 1, so it is zero. Finally, a state $g$ at any level $E'$ has $E_0\langle g,g\rangle\le Q(g)=E'\langle g,g\rangle$, so $E_0$ is lowest.

```lean
/-- For positive masses and at least one interior site, the well has a lowest level. It is
simple, has an eigenvector positive at every interior site, and bounds the energy per squared
norm of confined envelopes from below. -/
theorem ground_state (hN : 1 ≤ N) (hm : ∀ j ≤ N, 0 < m j) :
    ∃ E f, IsLeast (levels N m V) E ∧ IsState N m V E f ∧
      (∀ j, 1 ≤ j → j ≤ N → 0 < f j) ∧
      (∀ g, IsState N m V E g → ∃ c : ℝ, g = c • f) ∧
      ∀ g, Confined N g → E * overlap N g g ≤ energy N m V g := by
  obtain ⟨f₀, hf₀, h1, hmin⟩ := exists_minimizer m V hN
  -- the absolute value of a minimiser is again a minimiser
  obtain ⟨f, hfd⟩ : ∃ f : ℕ → ℝ, f = fun j => |f₀ j| := ⟨_, rfl⟩
  have hnn : ∀ j, 0 ≤ f j := fun j => by rw [hfd]; exact abs_nonneg _
  have hf : Confined N f := ⟨by simp [hfd, hf₀.1], fun j hj => by simp [hfd, hf₀.2 j hj]⟩
  have hf1 : overlap N f f = 1 := by
    rw [← h1, hfd]
    exact sum_congr rfl fun j _ => abs_mul_abs_self (f₀ j)
  have hle : energy N m V f ≤ energy N m V f₀ := by
    rw [hfd]
    unfold energy
    refine add_le_add (sum_le_sum fun j hj => ?_) (le_of_eq ?_)
    · have hp := hm j (Nat.le_of_lt_succ (mem_range.mp hj))
      have h := le_abs_self (f₀ (j + 1) * f₀ j)
      rw [abs_mul] at h
      have hk : (|f₀ (j + 1)| - |f₀ j|) ^ 2 ≤ (f₀ (j + 1) - f₀ j) ^ 2 := by
        nlinarith [sq_abs (f₀ (j + 1)), sq_abs (f₀ j)]
      exact div_le_div_of_nonneg_right hk (by linarith)
    · simp only [sq_abs]
  have hmin' : ∀ g, Confined N g → energy N m V f * overlap N g g ≤ energy N m V g :=
    fun g hg => (mul_le_mul_of_nonneg_right hle
      (sum_nonneg fun j _ => mul_self_nonneg (g j))).trans (hmin g hg)
  have hs := minimizer_isState hf hf1 hmin'
  have hne : f 1 ≠ 0 := fun h => hs.2.1 (eq_zero_of_first hm hf hs.2.2 h)
  -- a zero at an interior site would propagate down to the first site
  have hback : ∀ k, k < N → f (k + 1) ≠ 0 := by
    intro k
    induction k with
    | zero => exact fun _ => hne
    | succ k ih =>
      intro hk h0
      have e := hs.2.2 (k + 1) hk
      unfold hamiltonian at e
      rw [h0] at e
      have p1 := hm (k + 1) (by omega)
      have p2 := hm (k + 1 + 1) (by omega)
      have q1 : 0 < f (k + 1) / (2 * m (k + 1)) :=
        div_pos (lt_of_le_of_ne (hnn _) (Ne.symm (ih (by omega)))) (by linarith)
      have q2 : 0 ≤ f (k + 1 + 2) / (2 * m (k + 1 + 1)) := div_nonneg (hnn _) (by linarith)
      have q : f (k + 1) / (2 * m (k + 1)) + f (k + 1 + 2) / (2 * m (k + 1 + 1)) = 0 := by
        linear_combination -e
      linarith
  refine ⟨energy N m V f, f, ⟨⟨f, hs⟩, ?_⟩, hs, ?_, ?_, hmin'⟩
  · rintro E' ⟨g, hg⟩
    have h := hmin' g hg.1
    rw [(form_of_state hg).2] at h
    exact le_of_mul_le_mul_right h (overlap_pos hg.1 hg.2.1)
  · intro j hj hjN
    obtain ⟨k, rfl⟩ : ∃ k, j = k + 1 := ⟨j - 1, by omega⟩
    exact lt_of_le_of_ne (hnn _) (Ne.symm (hback k (by omega)))
  · intro g hg
    -- subtract the multiple of f that cancels g at the first site
    have hz := eq_zero_of_first (V := V) (E := energy N m V f)
      (f := fun j => g j - g 1 / f 1 * f j) hm
      ⟨by simp [hg.1.1, hf.1], fun j hj => by simp [hg.1.2 j hj, hf.2 j hj]⟩
      (fun j hj => by
        have e1 := hs.2.2 j hj
        have e2 := hg.2.2 j hj
        simp only [hamiltonian] at e1 e2 ⊢
        linear_combination e2 - g 1 / f 1 * e1)
      (by simp [div_mul_cancel₀ _ hne])
    exact ⟨g 1 / f 1, funext fun j => sub_eq_zero.mp (congrFun hz j)⟩
```

Q: What if a mass is negative?

A: Positivity can fail. Take $N=2$, $V=0$, outer masses $M>0$ and middle mass $-\mu<0$. The normalised states $(1,1)/\sqrt2$ and $(1,-1)/\sqrt2$ have energies $1/(2M)$ and $1/(2M)-1/\mu$. The lower one changes sign.

Q: Now the mass dependence.

A: Let $m_j\le m'_j$ on every bond, with $V$ fixed, and let $E$ and $E'$ now be the lowest levels for the masses $m$ and $m'$. The old ground state $f$ is a trial envelope for the new well, so
$$E'\langle f,f\rangle\le Q_{m'}(f)\le Q_m(f)=E\langle f,f\rangle .$$
A change of material that also shifts the band edge is not covered.

```lean
/-- For positive masses, the lowest level does not increase when any of the bond masses
increase. -/
theorem ground_energy_antitone {m' : ℕ → ℝ} {E' : ℝ} (hm : ∀ j ≤ N, 0 < m j)
    (hmm : ∀ j ≤ N, m j ≤ m' j) (hE : IsLeast (levels N m V) E)
    (hE' : IsLeast (levels N m' V) E') : E' ≤ E := by
  obtain ⟨f, hf⟩ := hE.1
  have hp := overlap_pos hf.1 hf.2.1
  rcases Nat.eq_zero_or_pos N with rfl | hN
  · simp [overlap, hf.1.1] at hp
  obtain ⟨E₀, f₀, -, hs, -, -, hb⟩ :=
    ground_state (V := V) hN fun j hj => (hm j hj).trans_le (hmm j hj)
  -- the old ground state is a trial envelope for the heavier masses
  have hle : energy N m' V f ≤ energy N m V f := by
    unfold energy
    refine add_le_add (sum_le_sum fun j hj => ?_) le_rfl
    have hj' := Nat.le_of_lt_succ (mem_range.mp hj)
    have h1 := hm j hj'
    have h2 := hmm j hj'
    exact div_le_div_of_nonneg_left (sq_nonneg _) (by linarith) (by linarith)
  have h := (hb f hf.1).trans hle
  rw [(form_of_state hf).2] at h
  exact (hE'.2 ⟨f₀, hs⟩).trans (le_of_mul_le_mul_right h hp)
```

Q: Can I recognise the ground state in my solver's output?

A: For an exact eigenvector of this discretised model, yes: a state positive at every interior site belongs to the lowest level. A solver may return the same vector with the opposite sign, so flip an all-negative one first. In floating-point output, entries of rounding-error size, for instance deep in a barrier, can have either sign, so a sign change there does not rule out the ground state. With $f_0$ now denoting the positive ground state, symmetry of $B$ gives $E\langle f_0,f\rangle=E_0\langle f_0,f\rangle$, and the overlap is positive.

```lean
/-- Conversely, for positive masses, a state that is positive at every interior site belongs
to the lowest level. -/
theorem isLeast_of_positive (hm : ∀ j ≤ N, 0 < m j) (hf : IsState N m V E f)
    (hpos : ∀ j, 1 ≤ j → j ≤ N → 0 < f j) : IsLeast (levels N m V) E := by
  have hp := overlap_pos hf.1 hf.2.1
  rcases Nat.eq_zero_or_pos N with rfl | hN
  · simp [overlap, hf.1.1] at hp
  obtain ⟨E₀, f₀, hl, hs, hpos₀, -, -⟩ := ground_state (V := V) hN hm
  have ho : 0 < overlap N f₀ f := by
    refine sum_pos' (fun j hj => ?_)
      ⟨1, mem_range.mpr (by omega), mul_pos (hpos₀ 1 le_rfl hN) (hpos 1 le_rfl hN)⟩
    rcases Nat.eq_zero_or_pos j with rfl | h
    · simp [hf.1.1]
    · have hj' := Nat.le_of_lt_succ (mem_range.mp hj)
      exact (mul_pos (hpos₀ j h hj') (hpos j h hj')).le
  -- states of different energy would be orthogonal
  have a := (form_of_state hf).1 f₀ hs.1
  have b := (form_of_state hs).1 f hf.1
  have c : form N m V f f₀ = form N m V f₀ f := by
    simp only [form, ← sum_add_distrib]
    exact sum_congr rfl fun j _ => by ring
  have d : overlap N f f₀ = overlap N f₀ f := sum_congr rfl fun j _ => mul_comm _ _
  rw [c, d, a] at b
  rw [mul_right_cancel₀ ho.ne' b]
  exact hl
```

Q: Does a heavier mass always lower the level strictly?

A: No. With two sites, $V=0$ and equal outer masses $M$, the ground state is $(1,1)/\sqrt2$; the code omits the factor $1/\sqrt2$. The middle bond sees no difference in $f$, so the level is $1/(2M)$ whatever its positive mass.

```lean
/-- In a two-site well with zero potential and equal positive outer masses `M`, the lowest
level is `1 / (2 * M)` for every positive mass `μ` of the middle bond. -/
theorem middle_mass_irrelevant {M μ : ℝ} (hM : 0 < M) (hμ : 0 < μ) :
    IsLeast (levels 2 (fun j => if j = 1 then μ else M) (fun _ => 0)) (1 / (2 * M)) := by
  refine isLeast_of_positive (f := fun j => if j = 1 ∨ j = 2 then 1 else 0) ?_
    ⟨⟨by simp, fun j hj => if_neg (by omega)⟩, ?_, ?_⟩ ?_
  · intro j _
    split_ifs <;> assumption
  · intro h
    simpa using congrFun h 1
  · intro j hj
    interval_cases j <;> simp [hamiltonian]
    ring
  · intro j h1 h2
    rw [if_pos (by omega)]
    exact one_pos

end

end QuantumWellFiniteDifference
```

```lean
#print axioms QuantumWellFiniteDifference.ground_energy_antitone
#print axioms QuantumWellFiniteDifference.middle_mass_irrelevant
```

```
'QuantumWellFiniteDifference.ground_energy_antitone' depends on axioms: [propext, Classical.choice, Quot.sound]
'QuantumWellFiniteDifference.middle_mass_irrelevant' depends on axioms: [propext, Classical.choice, Quot.sound]
```
